# Shift-equation residuals and a virtual gap bound the OEP residual error on a finite grid

## Two grid points, one occupied orbital

Take a grid of two points and a real symmetric Hamiltonian H with two unit eigenvectors: the occupied φ = (1, 1)/√2 with energy e, and the virtual v = (1, −1)/√2 with energy e + D, where D > 0. A vector d orthogonal to φ must be d = c v for some real number c. Applying H − e gives

r = (H − e) d = c D v, so |c| = ‖r‖/D.

The pointwise product 2 φ d has the values c and −c. Its absolute values sum to

2|c| = (2/D) ‖r‖.

The gap turns a small r into a small d, and the product with a unit orbital passes that smallness on to a function on the grid. With more orbitals and more points, the equality becomes an inequality.

## Orbital shifts in the OEP equation

In the optimized effective potential (OEP) method, each occupied orbital φ_i has an orbital shift ψ_i, its first-order response to the difference between the orbital-dependent and the local potential. It solves a linear equation

(H − e_i) ψ_i = b_i

with a known right-hand side b_i. For real orbitals the OEP condition is that the function 2 Σ_i φ_i(x) ψ_i(x) vanishes at every grid point x. This function is called the OEP residual here.

An iterative solver delivers trial shifts χ_i that satisfy the equation only approximately. For real orbitals on a finite grid and a fixed H, the result below converts the solver's residual norms into an error bar on the OEP residual, given a lower bound D on the gap and shifts projected onto the virtual space.

## The bound and its assumptions

Let H be real symmetric, let φ_i be its occupied unit eigenvectors with energies e_i, and let D > 0. Call an eigenvector virtual if it is orthogonal to all φ_j, and suppose that every virtual energy is at least e_i + D for each i. If each shift error d_i is orthogonal to all φ_j, then

Σ_x |2 Σ_i φ_i(x) d_i(x)| ≤ (2/D) Σ_i ‖(H − e_i) d_i‖.

In the Lean statement `oep_residual_error_le`, the finite types `G` and `ι` label grid points and occupied orbitals. Orbitals are vectors in `EuclideanSpace ℝ G`, whose squared norm is the unweighted sum of squares over points; on a uniform grid, the square root of the volume element is absorbed into the orbital values. `l1Norm` is the sum of absolute values, and `oepResidual` includes the factor 2.

The hypothesis `HasVirtualGap H φ (e i) D` concerns actual eigenpairs. Physically, it says that the occupied levels lie below the virtual ones by at least D, so D may be the HOMO–LUMO gap when both levels exist. A partly filled degenerate level is excluded.

The hypothesis `hd` makes each `d i` orthogonal to every `φ j`, as for shifts projected onto the virtual space, with b_i projected in the same way. The full first-order response may also contain other occupied orbitals. For exact exchange with distinct occupied energies, these parts cancel in pairs in the sum over i, so the projection leaves the OEP residual of the exact shifts unchanged; for other orbital-dependent functionals they need not cancel. Some orthogonality is needed: d_i = φ_i would give a zero shift-equation residual without being zero itself.

The Hamiltonian and its occupied eigenpairs are taken as exact. The estimate therefore concerns the linear solves at a fixed potential, and not the outer iteration that updates the potential.

## Derivation

**Only high energies occur in d.** Fix one energy e = e_i and one error d = d_i. Let u_k be an orthonormal eigenbasis of H with energies λ_k, and write a_k = ⟨u_k, d⟩. Suppose a_k ≠ 0. With degeneracies, u_k itself need not be orthogonal to the occupied orbitals, so collect the whole part of d at that energy:

w = Σ_{l : λ_l = λ_k} a_l u_l.

This w is a nonzero eigenvector with energy λ_k. If e_j ≠ λ_k, then φ_j is orthogonal to w because their energies differ. If e_j = λ_k, then φ_j lies entirely in this eigenspace, and ⟨φ_j, w⟩ = ⟨φ_j, d⟩ = 0. So w is virtual, and λ_k ≥ e + D.

**The gap controls the norm.** By symmetry of H, the components of r = (H − e) d are (λ_k − e) a_k. Hence

‖r‖² = Σ_k (λ_k − e)² a_k² ≥ D² Σ_k a_k² = D² ‖d‖²,

which gives ‖d‖ ≤ ‖r‖/D.

**From norms to the grid function.** Cauchy–Schwarz gives

Σ_x |φ_i(x) d_i(x)| ≤ ‖φ_i‖ ‖d_i‖ = ‖d_i‖.

The triangle inequality over i, the factor 2 and the previous step complete the bound.

**Trial shifts.** Let ψ_i be exact shifts and χ_i trial shifts, both orthogonal to all occupied orbitals, and put d_i = χ_i − ψ_i. Then

(H − e_i) d_i = (H − e_i) χ_i − b_i,

and the right-hand side can be computed without knowing ψ_i. If it tends to zero for every i along a sequence of iterations, the trial OEP residual converges in l1 norm to that of the exact shifts. The existence of ψ_i is assumed.

## Gaps resolved by orbital

The same argument works with a separate gap D_i > 0 for each occupied orbital, where all virtual energies are at least e_i + D_i. The bound becomes

2 Σ_i ‖(H − e_i) d_i‖ / D_i.

Deep orbitals, which lie further from the virtual levels, then contribute with smaller prefactors.

## The Lean file

```lean
import Mathlib

open scoped InnerProductSpace Topology
open Filter

namespace OEPOrbitalShift

noncomputable section

variable {E : Type*} [NormedAddCommGroup E] [InnerProductSpace ℝ E]
variable {ι G : Type*} [Fintype G]

/-- Every eigenvector of `H` orthogonal to all occupied orbitals `φ` (a virtual orbital)
has energy at least `e + D`. -/
def HasVirtualGap (H : E →ₗ[ℝ] E) (φ : ι → E) (e D : ℝ) : Prop :=
  ∀ (μ : ℝ) (v : E), v ≠ 0 → (∀ j, ⟪φ j, v⟫_ℝ = 0) → H v = μ • v → e + D ≤ μ

/-- The OEP residual `2 ∑ᵢ φᵢ(x) ψᵢ(x)` at the grid point `x`, for orbitals `φ` and
orbital shifts `ψ`. -/
def oepResidual [Fintype ι] (φ ψ : ι → EuclideanSpace ℝ G) (x : G) : ℝ :=
  2 * ∑ i, φ i x * ψ i x

/-- The l1 norm of a function on the grid. -/
def l1Norm (f : G → ℝ) : ℝ := ∑ x, |f x|

/-- Let `H` be symmetric with occupied eigenvectors `φ` and a virtual gap. A vector orthogonal
to all occupied orbitals has components only along members of an orthonormal eigenbasis
with energy at least `e + D`. -/
theorem energy_of_component {H : E →ₗ[ℝ] E} (hH : H.IsSymmetric) {φ : ι → E} {ε : ι → ℝ}
    (hφ : ∀ j, H (φ j) = ε j • φ j) {e D : ℝ} (gap : HasVirtualGap H φ e D)
    {d : E} (hd : ∀ j, ⟪φ j, d⟫_ℝ = 0) {m : ℕ} (u : OrthonormalBasis (Fin m) ℝ E)
    {lam : Fin m → ℝ} (hu : ∀ k, H (u k) = lam k • u k) (k : Fin m)
    (hk : ⟪u k, d⟫_ℝ ≠ 0) : e + D ≤ lam k := by
  -- the part of `d` in the eigenspace of `lam k` is a virtual orbital
  obtain ⟨c, hc⟩ : ∃ c : Fin m → ℝ, ∀ l, c l = if lam l = lam k then ⟪u l, d⟫_ℝ else 0 :=
    ⟨_, fun _ => rfl⟩
  apply gap (lam k) (∑ l, c l • u l)
  · intro h
    have h1 := u.orthonormal.inner_right_fintype c k
    rw [h, inner_zero_right, hc, if_pos rfl] at h1
    exact hk h1.symm
  · intro j
    -- eigenvectors of different energy are orthogonal
    have zero : ∀ l, lam l ≠ ε j → ⟪φ j, u l⟫_ℝ = 0 := by
      intro l hl
      have h := hH (φ j) (u l)
      rw [hφ, hu, real_inner_smul_left, real_inner_smul_right] at h
      have h2 : (lam l - ε j) * ⟪φ j, u l⟫_ℝ = 0 := by linarith
      exact (mul_eq_zero.mp h2).resolve_left (sub_ne_zero.mpr hl)
    simp only [inner_sum, real_inner_smul_right]
    by_cases hj : lam k = ε j
    · rw [← hd j, ← u.sum_inner_mul_inner (φ j) d]
      refine Finset.sum_congr rfl fun l _ => ?_
      by_cases h : lam l = lam k
      · rw [hc, if_pos h, mul_comm]
      · rw [zero l (fun h' => h (h'.trans hj.symm)), mul_zero, zero_mul]
    · refine Finset.sum_eq_zero fun l _ => ?_
      by_cases h : lam l = lam k
      · rw [zero l (fun h' => hj (h.symm.trans h')), mul_zero]
      · rw [hc, if_neg h, zero_mul]
  · rw [map_sum, Finset.smul_sum]
    refine Finset.sum_congr rfl fun l _ => ?_
    by_cases h : lam l = lam k
    · rw [map_smul, hu, h, smul_comm]
    · rw [hc, if_neg h, zero_smul, map_zero, smul_zero]

/-- In finite dimension, let `H` be symmetric with occupied eigenvectors `φ` and all virtual
energies at least `e + D`, `D > 0`. Then a shift error `d` orthogonal to all occupied orbitals has
norm at most `‖(H - e) d‖ / D`. -/
theorem shift_error_le [FiniteDimensional ℝ E] {H : E →ₗ[ℝ] E} (hH : H.IsSymmetric)
    {φ : ι → E} {ε : ι → ℝ} (hφ : ∀ j, H (φ j) = ε j • φ j) {e D : ℝ} (hD : 0 < D)
    (gap : HasVirtualGap H φ e D) {d : E} (hd : ∀ j, ⟪φ j, d⟫_ℝ = 0) :
    ‖d‖ ≤ ‖H d - e • d‖ / D := by
  let u := hH.eigenvectorBasis rfl
  let lam := hH.eigenvalues rfl
  have hu : ∀ k, H (u k) = lam k • u k := fun k => hH.apply_eigenvectorBasis rfl k
  have parseval : ∀ x : E, ‖x‖ ^ 2 = ∑ k, ⟪u k, x⟫_ℝ ^ 2 := by
    intro x
    rw [← real_inner_self_eq_norm_sq, ← u.sum_inner_mul_inner x x]
    refine Finset.sum_congr rfl fun k _ => ?_
    rw [real_inner_comm (u k) x, sq]
  have comp : ∀ k, ⟪u k, H d - e • d⟫_ℝ = (lam k - e) * ⟪u k, d⟫_ℝ := by
    intro k
    rw [inner_sub_right, real_inner_smul_right, ← hH (u k) d, hu, real_inner_smul_left]
    ring
  -- compare the two vectors component by component
  have key : (‖d‖ * D) ^ 2 ≤ ‖H d - e • d‖ ^ 2 := by
    rw [mul_pow, parseval d, parseval (H d - e • d), Finset.sum_mul]
    refine Finset.sum_le_sum fun k _ => ?_
    rw [comp]
    by_cases h : ⟪u k, d⟫_ℝ = 0
    · simp [h]
    · have h1 := energy_of_component hH hφ gap hd u hu k h
      have h2 : D ^ 2 ≤ (lam k - e) ^ 2 := pow_le_pow_left₀ hD.le (by linarith) 2
      nlinarith [mul_le_mul_of_nonneg_left h2 (sq_nonneg ⟪u k, d⟫_ℝ)]
  rw [le_div_iff₀ hD]
  exact le_of_not_gt fun h =>
    not_lt_of_ge key (pow_lt_pow_left₀ h (norm_nonneg _) two_ne_zero)

/-- The l1 norm of the pointwise product of two orbitals is at most the product of
their norms. -/
theorem l1Norm_mul_le (f g : EuclideanSpace ℝ G) :
    l1Norm (fun x => f x * g x) ≤ ‖f‖ * ‖g‖ := by
  have h := Finset.sum_mul_sq_le_sq_mul_sq Finset.univ (fun x => |f x|) (fun x => |g x|)
  have key : l1Norm (fun x => f x * g x) ^ 2 ≤ (‖f‖ * ‖g‖) ^ 2 := by
    rw [mul_pow, EuclideanSpace.norm_sq_eq, EuclideanSpace.norm_sq_eq]
    simpa only [l1Norm, abs_mul, Real.norm_eq_abs] using h
  exact le_of_not_gt fun h' =>
    not_lt_of_ge key (pow_lt_pow_left₀ h' (by positivity) two_ne_zero)

variable [Fintype ι] {H : EuclideanSpace ℝ G →ₗ[ℝ] EuclideanSpace ℝ G}
  {φ : ι → EuclideanSpace ℝ G} {e : ι → ℝ} {D : ℝ}

/-- Let `H` be symmetric with occupied unit eigenvectors `φᵢ` of energy `eᵢ`, and all virtual
energies at least `eᵢ + D`, `D > 0`. Shift errors `dᵢ` orthogonal to all occupied orbitals
change the OEP residual by at most `(2/D) ∑ᵢ ‖(H - eᵢ) dᵢ‖` in l1 norm. -/
theorem oep_residual_error_le (hH : H.IsSymmetric) (hφ : ∀ i, H (φ i) = e i • φ i)
    (unit : ∀ i, ‖φ i‖ = 1) (hD : 0 < D) (gap : ∀ i, HasVirtualGap H φ (e i) D)
    {d : ι → EuclideanSpace ℝ G} (hd : ∀ i j, ⟪φ j, d i⟫_ℝ = 0) :
    l1Norm (oepResidual φ d) ≤ 2 / D * ∑ i, ‖H (d i) - e i • d i‖ := by
  calc l1Norm (oepResidual φ d)
      ≤ ∑ x, 2 * ∑ i, |φ i x * d i x| := by
        refine Finset.sum_le_sum fun x _ => ?_
        rw [oepResidual, abs_mul, abs_two]
        exact mul_le_mul_of_nonneg_left (Finset.abs_sum_le_sum_abs _ _) zero_le_two
    _ = 2 * ∑ i, l1Norm (fun x => φ i x * d i x) := by
        rw [← Finset.mul_sum, Finset.sum_comm]
        rfl
    _ ≤ 2 * ∑ i, ‖H (d i) - e i • d i‖ / D := by
        refine mul_le_mul_of_nonneg_left (Finset.sum_le_sum fun i _ => ?_) zero_le_two
        have h := l1Norm_mul_le (φ i) (d i)
        rw [unit, one_mul] at h
        exact h.trans (shift_error_le hH hφ hD (gap i) (hd i))
    _ = 2 / D * ∑ i, ‖H (d i) - e i • d i‖ := by
        rw [← Finset.sum_div]
        ring

/-- In the same setting let `ψᵢ` solve `(H - eᵢ) ψᵢ = bᵢ`, and let `ψ` and the trial shifts `χ`
be orthogonal to all occupied orbitals. The l1 error of the trial OEP residual is at most
`2/D` times the summed norms of the residuals `(H - eᵢ) χᵢ - bᵢ`. -/
theorem trial_shift_error_le (hH : H.IsSymmetric) (hφ : ∀ i, H (φ i) = e i • φ i)
    (unit : ∀ i, ‖φ i‖ = 1) (hD : 0 < D) (gap : ∀ i, HasVirtualGap H φ (e i) D)
    {ψ χ b : ι → EuclideanSpace ℝ G} (hψ : ∀ i, H (ψ i) - e i • ψ i = b i)
    (oψ : ∀ i j, ⟪φ j, ψ i⟫_ℝ = 0) (oχ : ∀ i j, ⟪φ j, χ i⟫_ℝ = 0) :
    l1Norm (fun x => oepResidual φ χ x - oepResidual φ ψ x) ≤
      2 / D * ∑ i, ‖H (χ i) - e i • χ i - b i‖ := by
  have h := oep_residual_error_le hH hφ unit hD gap (d := fun i => χ i - ψ i)
    (fun i j => by rw [inner_sub_right, oχ, oψ, sub_zero])
  -- both the OEP residual and the shift equation are linear in the shifts
  have h1 : oepResidual φ (fun i => χ i - ψ i) =
      fun x => oepResidual φ χ x - oepResidual φ ψ x := by
    funext x
    simp only [oepResidual, PiLp.sub_apply, mul_sub, Finset.sum_sub_distrib]
  have h2 : ∀ i, H (χ i - ψ i) - e i • (χ i - ψ i) = H (χ i) - e i • χ i - b i := by
    intro i
    rw [← hψ i, map_sub]
    module
  simpa only [h1, h2] using h

/-- In the same setting, let `ψ` and every `χ k` be orthogonal to all occupied orbitals. If the
trial shifts `χ k` satisfy the shift equations in the limit of many iterations `k`, their OEP
residual converges in l1 norm to that of the exact shifts. -/
theorem oep_residual_tendsto (hH : H.IsSymmetric) (hφ : ∀ i, H (φ i) = e i • φ i)
    (unit : ∀ i, ‖φ i‖ = 1) (hD : 0 < D) (gap : ∀ i, HasVirtualGap H φ (e i) D)
    {ψ b : ι → EuclideanSpace ℝ G} {χ : ℕ → ι → EuclideanSpace ℝ G}
    (hψ : ∀ i, H (ψ i) - e i • ψ i = b i)
    (oψ : ∀ i j, ⟪φ j, ψ i⟫_ℝ = 0) (oχ : ∀ k i j, ⟪φ j, χ k i⟫_ℝ = 0)
    (hχ : ∀ i, Tendsto (fun k => H (χ k i) - e i • χ k i) atTop (𝓝 (b i))) :
    Tendsto (fun k => l1Norm (fun x => oepResidual φ (χ k) x - oepResidual φ ψ x))
      atTop (𝓝 0) := by
  have lim : Tendsto (fun k => 2 / D * ∑ i, ‖H (χ k i) - e i • χ k i - b i‖) atTop
      (𝓝 (2 / D * ∑ i, ‖b i - b i‖)) :=
    (tendsto_finsetSum _ fun i _ => ((hχ i).sub tendsto_const_nhds).norm).const_mul _
  simp only [sub_self, norm_zero, Finset.sum_const_zero, mul_zero] at lim
  exact squeeze_zero (fun k => Finset.sum_nonneg fun x _ => abs_nonneg _)
    (fun k => trial_shift_error_le hH hφ unit hD gap hψ oψ (oχ k)) lim

/-- The flat orbital on four grid points. -/
def flat : EuclideanSpace ℝ (Fin 4) := !₂[1/2, 1/2, 1/2, 1/2]

/-- An orbital on four grid points with one sign change. -/
def wave : EuclideanSpace ℝ (Fin 4) := !₂[1/2, 1/2, -(1/2), -(1/2)]

/-- The Hamiltonian `D (1 - |flat⟩⟨flat|)` on four grid points. -/
def flatH (D : ℝ) : EuclideanSpace ℝ (Fin 4) →ₗ[ℝ] EuclideanSpace ℝ (Fin 4) where
  toFun v := D • (v - ⟪flat, v⟫_ℝ • flat)
  map_add' v w := by
    rw [inner_add_right]
    module
  map_smul' a v := by
    rw [real_inner_smul_right, RingHom.id_apply]
    module

/-- For `D > 0`, the Hamiltonian `flatH D` with the occupied orbital `flat` at energy zero and
the shift error `wave` meets all hypotheses of the error bound and attains equality, with
a nonzero error. -/
theorem oep_residual_error_sharp_witness {D : ℝ} (hD : 0 < D) :
    (flatH D).IsSymmetric ∧ flatH D flat = (0 : ℝ) • flat ∧ ‖flat‖ = 1 ∧
    HasVirtualGap (flatH D) (fun _ : Fin 1 => flat) 0 D ∧ ⟪flat, wave⟫_ℝ = 0 ∧
    l1Norm (oepResidual (fun _ : Fin 1 => flat) (fun _ => wave)) = 2 ∧
    2 / D * ‖flatH D wave - (0 : ℝ) • wave‖ = 2 := by
  have app : ∀ v, flatH D v = D • (v - ⟪flat, v⟫_ℝ • flat) := fun _ => rfl
  -- the values of the two orbitals on the grid
  have hf : flat 0 = 1/2 ∧ flat 1 = 1/2 ∧ flat 2 = 1/2 ∧ flat 3 = 1/2 := by
    simp [flat]
  have hw : wave 0 = 1/2 ∧ wave 1 = 1/2 ∧ wave 2 = -(1/2) ∧ wave 3 = -(1/2) := by
    simp [wave]
  have nf : ‖flat‖ = 1 := by
    rw [EuclideanSpace.norm_eq, Real.sqrt_eq_one]
    norm_num [hf, Fin.sum_univ_four]
  have nw : ‖wave‖ = 1 := by
    rw [EuclideanSpace.norm_eq, Real.sqrt_eq_one]
    norm_num [hw, Fin.sum_univ_four]
  have ow : ⟪flat, wave⟫_ℝ = 0 := by
    norm_num [hf, hw, PiLp.inner_apply, Fin.sum_univ_four]
  refine ⟨?_, ?_, nf, ?_, ow, ?_, ?_⟩
  · intro v w
    rw [app, app, real_inner_smul_left, real_inner_smul_right, inner_sub_left,
      inner_sub_right, real_inner_smul_left, real_inner_smul_right, real_inner_comm flat v]
    ring
  · rw [app, real_inner_self_eq_norm_sq, nf]
    module
  · -- every virtual orbital has energy exactly `D`
    intro μ v hv ho h
    have h0 : ⟪flat, v⟫_ℝ = 0 := ho 0
    rw [app, h0, zero_smul, sub_zero] at h
    have h1 : D = μ := smul_left_injective ℝ hv h
    linarith
  · norm_num [l1Norm, oepResidual, hf, hw, Fin.sum_univ_four]
  · rw [app, ow, zero_smul, sub_zero, zero_smul, sub_zero, norm_smul, nw,
      Real.norm_eq_abs, abs_of_pos hD, mul_one, div_mul_cancel₀ _ hD.ne']

end

end OEPOrbitalShift
```

```lean
#print axioms OEPOrbitalShift.oep_residual_error_le
#print axioms OEPOrbitalShift.oep_residual_tendsto
```

```
'OEPOrbitalShift.oep_residual_error_le' depends on axioms: [propext, Classical.choice, Quot.sound]
'OEPOrbitalShift.oep_residual_tendsto' depends on axioms: [propext, Classical.choice, Quot.sound]
```

## How the lemmas carry the argument

`energy_of_component` is the degeneracy step. The coefficients `c` keep the components of `d` at energy `lam k` and set the others to zero, so `∑ l, c l • u l` is the vector w. Applying `gap` to it leaves three goals: it is nonzero, it is orthogonal to each `φ j`, and it is an eigenvector. The second goal splits on `lam k = ε j`, as in the derivation; `zero` supplies the orthogonality of eigenvectors with different energies.

`shift_error_le` takes the eigenbasis that Mathlib provides for a symmetric operator in finite dimension. Its step `parseval` expands squared norms, `comp` computes the components of (H − e) d, and `key` compares the two sums term by term. A term with zero component is trivial; for any other, the previous lemma gives the energy bound.

`l1Norm_mul_le` is Cauchy–Schwarz applied to absolute values, first in squared form. In `oep_residual_error_le`, the `calc` chain applies the triangle inequality, exchanges the sums over points and orbitals, inserts the two estimates and collects the factor 2/D.

`trial_shift_error_le` applies this to `χ i - ψ i`; `h1` and `h2` express the linearity of the OEP residual and of the shift equation. For `oep_residual_tendsto`, the upper bound tends to zero, and `squeeze_zero` forces the nonnegative l1 error to do the same.

`oep_residual_error_sharp_witness` shows that the constant 2/D is optimal for every D > 0. On four points, `flat` has all values 1/2 and `wave` has values 1/2, 1/2, −1/2, −1/2. The Hamiltonian `flatH D` gives `flat` energy zero and every vector orthogonal to it energy D. With `wave` as the shift error, the hypotheses are satisfied and both sides of the bound equal 2.
